# An upper bound to the ground-state energy from second- and third-order perturbation theory

A perturbation energy can fall below the exact ground-state energy. Take two levels at 0 and 3, coupled by a matrix element 2. The exact energies are $-1$ and $4$, but the perturbation series for the lower level, summed through third order, gives $-4/3$. The sum is not in general an expectation value of the Hamiltonian, so the variational principle does not keep it above the ground-state energy.

Together with the squared norm of the first-order correction, the energies through third order do determine a true expectation value.

## The energy of the state corrected to first order

Let $H=H_0+V$ with $H_0$ and $V$ Hermitian, and let $\psi$ be a unit vector with $H_0\psi=E_0\psi$. The first-order correction, usually written $\psi^{(1)}$, is called $x$ here. It satisfies

$$\langle\psi,x\rangle=0,\qquad (H_0-E_0)x=-(V-E_1)\psi .$$

The energies are

$$E_1=\langle\psi,V\psi\rangle,\quad E_2=\langle\psi,Vx\rangle,\quad E_3=\langle x,(V-E_1)x\rangle .$$

With $\Lambda$ the lowest eigenvalue of $H$, the claim is

$$\Lambda\le E_0+E_1+\frac{E_2+E_3}{1+\|x\|^2},$$

with equality exactly when $H(\psi+x)=\Lambda(\psi+x)$.

First take the inner product of the response equation with $x$. Since $\langle x,\psi\rangle=0$, the term in $E_1$ drops out:

$$\langle x,(H_0-E_0)x\rangle=-\langle x,V\psi\rangle .$$

The left side is real, so $\langle x,V\psi\rangle$ is real and equals its conjugate $\langle\psi,Vx\rangle=E_2$. Hence $\langle x,H_0x\rangle=E_0\|x\|^2-E_2$.

Now let $\varphi_t=\psi+tx$ with $t$ real. By orthogonality $\|\varphi_t\|^2=1+t^2\|x\|^2$. The two parts of the energy are

$$\langle\varphi_t,H_0\varphi_t\rangle=E_0+t^2\left(E_0\|x\|^2-E_2\right),$$

$$\langle\varphi_t,V\varphi_t\rangle=E_1+2tE_2+t^2\left(E_3+E_1\|x\|^2\right).$$

Their sum is

$$\langle\varphi_t,H\varphi_t\rangle=(E_0+E_1)(1+t^2\|x\|^2)+(2t-t^2)E_2+t^2E_3 .$$

To compare this with $\Lambda$, expand $\varphi_t=\sum_k c_kv_k$ in orthonormal eigenvectors of $H$ with eigenvalues $\lambda_k$:

$$\langle\varphi_t,(H-\Lambda)\varphi_t\rangle=\sum_k(\lambda_k-\Lambda)|c_k|^2\ge0 .$$

Division by $\|\varphi_t\|^2$, which is at least 1, gives

$$\Lambda\le E_0+E_1+\frac{(2t-t^2)E_2+t^2E_3}{1+t^2\|x\|^2},$$

and $t=1$ is the claim. Equality at $t=1$ means that every term of the sum vanishes. Then only components with $\lambda_k=\Lambda$ survive, so $\psi+x$ is an eigenvector for $\Lambda$. The converse is immediate.

## The bound in an NEVPT calculation

In uncontracted n-electron valence perturbation theory (NEVPT), $H_0$ is Dyall's Hamiltonian, $\psi$ is the complete-active-space reference state, and $E_0+E_1=\langle\psi,H\psi\rangle$ is the reference energy. A third-order calculation of this kind solves a linear system for the amplitudes of $x$ and contracts them with matrix elements of $V$ to obtain $E_2$ and $E_3$. The squared norm is the sum of squared amplitudes in an orthonormal basis; otherwise the overlap matrix enters. To obtain the bound, the sum $E_2+E_3$ is divided by $1+\|x\|^2$ and added to the reference energy. In the two-level example $x=(0,-2/3)$, $E_2=-4/3$, $E_3=0$ and $\|x\|^2=4/9$, so the bound is $-12/13$, above the exact $-1$.

The result bounds the lowest eigenvalue in a finite basis. The Lean theorems assume that $x$ solves the response equation exactly, but the derivation above uses only the inner product of that equation with $x$. The bound therefore also holds if the equation is projected on a subspace orthogonal to $\psi$ and solved for an $x$ in that subspace, provided that $H_0\psi=E_0\psi$ and that the same $H_0$ and $V=H-H_0$ enter the energies. The bound is not size-consistent: for $N$ noninteracting copies of a system, $E_2$, $E_3$ and $\|x\|^2$ all grow in proportion to $N$, so the correction to the reference energy stays bounded and the bound becomes loose for large systems.

## States, energies and the response equation in Lean

States are complex vectors indexed by a finite type `n`, and operators are square matrices over it.

```lean
import Mathlib

open Matrix
open scoped ComplexOrder

namespace ThirdOrderVariationalBound

noncomputable section

variable {n : Type*} [Fintype n] [DecidableEq n]
```

The inner product $\langle\psi,\varphi\rangle$ is written `star ψ ⬝ᵥ φ`, conjugate-linear in the first argument, and `*ᵥ` applies a matrix to a vector. The function `normSq` is $\|x\|^2$.

```lean
/-- The squared norm of a state vector. -/
def normSq (x : n → ℂ) : ℝ := ∑ i, ‖x i‖ ^ 2
```

The ground energy is the least real number that has a nonzero eigenvector. Restricting to real numbers loses nothing for a Hermitian matrix.

```lean
/-- `Λ` is the lowest eigenvalue of the Hamiltonian `H`. -/
def IsGroundEnergy (H : Matrix n n ℂ) (Λ : ℝ) : Prop :=
  IsLeast {μ : ℝ | ∃ v : n → ℂ, v ≠ 0 ∧ H *ᵥ v = (μ : ℂ) • v} Λ
```

The three energies are defined as real parts, so that they are real numbers from the start. Under the hypotheses below the imaginary parts vanish.

```lean
/-- The first-order energy `E1 = ⟨ψ, V ψ⟩` (real part). -/
def firstOrder (V : Matrix n n ℂ) (ψ : n → ℂ) : ℝ := (star ψ ⬝ᵥ V *ᵥ ψ).re

/-- The second-order energy `E2 = ⟨ψ, V x⟩` (real part). -/
def secondOrder (V : Matrix n n ℂ) (ψ x : n → ℂ) : ℝ := (star ψ ⬝ᵥ V *ᵥ x).re

/-- The third-order energy `E3 = ⟨x, (V - E1) x⟩` (real part). -/
def thirdOrder (V : Matrix n n ℂ) (ψ x : n → ℂ) : ℝ :=
  (star x ⬝ᵥ (V *ᵥ x - (firstOrder V ψ : ℂ) • x)).re
```

The next structure collects the physical assumptions. It does not require $E_0$ to be the lowest level of $H_0$, or to be nondegenerate. The existence of $x$ is assumed, not derived; for a degenerate level the response equation may have no solution.

```lean
/-- `ψ` is a unit eigenvector of the Hermitian `H0` with energy `E0`, and `x`, orthogonal to `ψ`,
solves the first-order equation `(H0 - E0) x = -(V - E1) ψ` for the Hermitian perturbation `V`. -/
structure IsFirstOrderState (H0 V : Matrix n n ℂ) (E0 : ℝ) (ψ x : n → ℂ) : Prop where
  hermH0 : H0.IsHermitian
  hermV : V.IsHermitian
  unit : star ψ ⬝ᵥ ψ = 1
  eigen : H0 *ᵥ ψ = (E0 : ℂ) • ψ
  orth : star ψ ⬝ᵥ x = 0
  response : H0 *ᵥ x - (E0 : ℂ) • x = -(V *ᵥ ψ - (firstOrder V ψ : ℂ) • ψ)
```

## Matrix elements and the Rayleigh bound

The first lemmas identify $\langle x,x\rangle$ with the squared norm, give $\langle y,Ax\rangle=\overline{\langle x,Ay\rangle}$ for Hermitian $A$, and deduce that expectation values are real.

```lean
omit [DecidableEq n] in
/-- The inner product of a vector with itself is its squared norm. -/
lemma dot_self (x : n → ℂ) : star x ⬝ᵥ x = (normSq x : ℂ) := by
  simp only [dotProduct, normSq, Complex.ofReal_sum, Complex.ofReal_pow]
  exact Finset.sum_congr rfl fun i _ => Complex.conj_mul' (x i)

omit [DecidableEq n] in
/-- Exchanging bra and ket conjugates a matrix element of a Hermitian operator. -/
lemma herm_swap {A : Matrix n n ℂ} (hA : A.IsHermitian) (x y : n → ℂ) :
    star y ⬝ᵥ A *ᵥ x = star (star x ⬝ᵥ A *ᵥ y) := by
  rw [← Matrix.star_dotProduct, Matrix.star_mulVec, hA.eq, ← Matrix.dotProduct_mulVec]

omit [DecidableEq n] in
/-- Expectation values of a Hermitian operator are real. -/
lemma herm_real {A : Matrix n n ℂ} (hA : A.IsHermitian) (x : n → ℂ) :
    ((star x ⬝ᵥ A *ᵥ x).re : ℂ) = star x ⬝ᵥ A *ᵥ x :=
  Complex.conj_eq_iff_re.mp (herm_swap hA x x).symm

/-- Subtracting a constant from the Hamiltonian shifts its action on every state. -/
lemma shift_mulVec (H : Matrix n n ℂ) (c : ℂ) (v : n → ℂ) :
    (H - c • (1 : Matrix n n ℂ)) *ᵥ v = H *ᵥ v - c • v := by
  rw [Matrix.sub_mulVec, Matrix.smul_mulVec, Matrix.one_mulVec]
```

The inequality $\langle\varphi,(H-\Lambda)\varphi\rangle\ge0$ is stated as positive semidefiniteness of $H-\Lambda$. The proof takes an eigenvector of the shifted matrix and moves its eigenvalue back by $\Lambda$. This gives an eigenvalue of $H$, which cannot lie below $\Lambda$; that is the step `hle`.

```lean
/-- A Hermitian Hamiltonian minus its lowest eigenvalue is positive semidefinite. -/
theorem shifted_posSemidef {H : Matrix n n ℂ} (hH : H.IsHermitian) {Λ : ℝ}
    (hΛ : IsGroundEnergy H Λ) : (H - (Λ : ℂ) • (1 : Matrix n n ℂ)).PosSemidef := by
  have hA : (H - (Λ : ℂ) • (1 : Matrix n n ℂ)).IsHermitian := by
    unfold Matrix.IsHermitian
    rw [conjTranspose_sub, hH.eq, conjTranspose_smul, conjTranspose_one, Complex.star_def,
      Complex.conj_ofReal]
  rw [hA.posSemidef_iff_eigenvalues_nonneg]
  intro i
  have hv := hA.mulVec_eigenvectorBasis i
  rw [shift_mulVec] at hv
  -- an eigenvalue of the shifted operator, moved back, is an eigenvalue of `H`
  have hle : Λ ≤ Λ + hA.eigenvalues i := by
    refine hΛ.2 ⟨(hA.eigenvectorBasis i).ofLp, ?_, ?_⟩
    · intro h0
      apply hA.eigenvectorBasis.orthonormal.ne_zero i
      ext j
      exact congrFun h0 j
    · ext j
      have hj := congrFun hv j
      simp only [Pi.sub_apply, Pi.smul_apply, smul_eq_mul, Complex.real_smul] at hj ⊢
      push_cast
      linear_combination hj
  change 0 ≤ hA.eigenvalues i
  linarith
```

## The second-order energy and the trial state

The next theorem states that $\langle\psi,Vx\rangle$ is real and equals $-\langle x,(H_0-E_0)x\rangle$. In its proof, `h1` is the inner product of the response equation with $x$, `h2` is the reality of the left side, and `h4` exchanges bra and ket.

```lean
omit [DecidableEq n] in
/-- If `x` is the first-order correction to `ψ`, then `⟨ψ, V x⟩` is real and equals
`-⟨x, (H0 - E0) x⟩`. -/
theorem secondOrder_eq {H0 V : Matrix n n ℂ} {E0 : ℝ} {ψ x : n → ℂ}
    (h : IsFirstOrderState H0 V E0 ψ x) :
    (secondOrder V ψ x : ℂ) = star ψ ⬝ᵥ V *ᵥ x ∧
      star ψ ⬝ᵥ V *ᵥ x = -(star x ⬝ᵥ (H0 *ᵥ x - (E0 : ℂ) • x)) := by
  have hs : star x ⬝ᵥ ψ = 0 := by rw [Matrix.star_dotProduct, h.orth, star_zero]
  have h1 : star x ⬝ᵥ (H0 *ᵥ x - (E0 : ℂ) • x) = -(star x ⬝ᵥ V *ᵥ ψ) := by
    rw [h.response]
    simp only [dotProduct_neg, dotProduct_sub, dotProduct_smul, hs, smul_zero, sub_zero]
  have hH : star (star x ⬝ᵥ H0 *ᵥ x) = star x ⬝ᵥ H0 *ᵥ x := (herm_swap h.hermH0 x x).symm
  have h2 : star (star x ⬝ᵥ (H0 *ᵥ x - (E0 : ℂ) • x))
      = star x ⬝ᵥ (H0 *ᵥ x - (E0 : ℂ) • x) := by
    rw [dotProduct_sub, dotProduct_smul, dot_self, star_sub, hH, smul_eq_mul, star_mul',
      Complex.star_def, Complex.conj_ofReal, Complex.conj_ofReal]
  have h3 : star x ⬝ᵥ V *ᵥ ψ = -(star x ⬝ᵥ (H0 *ᵥ x - (E0 : ℂ) • x)) := by rw [h1, neg_neg]
  have h4 : star ψ ⬝ᵥ V *ᵥ x = -(star x ⬝ᵥ (H0 *ᵥ x - (E0 : ℂ) • x)) := by
    rw [herm_swap h.hermV x ψ, h3, star_neg, h2]
  have h5 : star (star ψ ⬝ᵥ V *ᵥ x) = star ψ ⬝ᵥ V *ᵥ x := by rw [h4, star_neg, h2]
  exact ⟨Complex.conj_eq_iff_re.mp h5, h4⟩
```

`trial_state` contains the norm and the energy numerator of $\varphi_t$. The facts `e1` to `e3` express the matrix elements of $V$ through the energies, with `e3` reading $\langle x,Vx\rangle=E_3+E_1\|x\|^2$. The response equation replaces $H_0x$, and `ring` collects the terms.

```lean
omit [DecidableEq n] in
/-- For `x` the first-order correction to `ψ`, the squared norm and energy numerator of the trial
state `ψ + t x`, with `t` real, in terms of `E0`, `E1`, `E2`, `E3` and the squared norm of `x`. -/
theorem trial_state {H0 V : Matrix n n ℂ} {E0 : ℝ} {ψ x : n → ℂ}
    (h : IsFirstOrderState H0 V E0 ψ x) (t : ℝ) :
    normSq (ψ + (t : ℂ) • x) = 1 + t ^ 2 * normSq x ∧
    star (ψ + (t : ℂ) • x) ⬝ᵥ (H0 + V) *ᵥ (ψ + (t : ℂ) • x) =
      (((E0 + firstOrder V ψ) * (1 + t ^ 2 * normSq x)
        + ((2 * t - t ^ 2) * secondOrder V ψ x + t ^ 2 * thirdOrder V ψ x) : ℝ) : ℂ) := by
  have hs : star x ⬝ᵥ ψ = 0 := by rw [Matrix.star_dotProduct, h.orth, star_zero]
  have e1 : star ψ ⬝ᵥ V *ᵥ ψ = (firstOrder V ψ : ℂ) := (herm_real h.hermV ψ).symm
  have e2 : star ψ ⬝ᵥ V *ᵥ x = (secondOrder V ψ x : ℂ) := (secondOrder_eq h).1.symm
  have e2' : star x ⬝ᵥ V *ᵥ ψ = (secondOrder V ψ x : ℂ) := by
    rw [herm_swap h.hermV ψ x, e2, Complex.star_def, Complex.conj_ofReal]
  have e3 : star x ⬝ᵥ V *ᵥ x
      = (thirdOrder V ψ x : ℂ) + (firstOrder V ψ : ℂ) * (normSq x : ℂ) := by
    have h3 : thirdOrder V ψ x = (star x ⬝ᵥ V *ᵥ x).re - firstOrder V ψ * normSq x := by
      unfold thirdOrder
      rw [dotProduct_sub, dotProduct_smul, dot_self]
      simp
    rw [h3, Complex.ofReal_sub, Complex.ofReal_mul, herm_real h.hermV x]
    ring
  have hx := sub_eq_iff_eq_add.mp h.response
  constructor
  · apply Complex.ofReal_injective
    rw [← dot_self]
    simp only [star_add, star_smul, add_dotProduct, smul_dotProduct, dotProduct_add,
      dotProduct_smul, smul_eq_mul, h.unit, h.orth, hs, dot_self x, Complex.star_def,
      Complex.conj_ofReal]
    push_cast
    ring
  · -- the response equation removes `H0 x`
    rw [Matrix.add_mulVec, Matrix.mulVec_add, Matrix.mulVec_add, Matrix.mulVec_smul,
      Matrix.mulVec_smul, h.eigen, hx]
    simp only [star_add, star_smul, add_dotProduct, smul_dotProduct, dotProduct_add,
      dotProduct_sub, dotProduct_neg, dotProduct_smul, smul_eq_mul, h.unit, h.orth, hs,
      dot_self x, e1, e2, e2', e3, Complex.star_def, Complex.conj_ofReal]
    push_cast
    ring
```

## The bound and its equality case

Positivity of $H-\Lambda$ is applied to $\varphi_t$, and the positive denominator is divided out with `le_div_iff₀`. This gives one upper bound for each real $t$.

```lean
/-- Every real scaling `t` of the first-order correction gives an upper bound to the lowest
eigenvalue of `H0 + V`. -/
theorem ground_energy_le_scaled {H0 V : Matrix n n ℂ} {E0 Λ : ℝ} {ψ x : n → ℂ}
    (h : IsFirstOrderState H0 V E0 ψ x) (hΛ : IsGroundEnergy (H0 + V) Λ) (t : ℝ) :
    Λ ≤ E0 + firstOrder V ψ + ((2 * t - t ^ 2) * secondOrder V ψ x
      + t ^ 2 * thirdOrder V ψ x) / (1 + t ^ 2 * normSq x) := by
  have hP := (shifted_posSemidef (h.hermH0.add h.hermV) hΛ).dotProduct_mulVec_nonneg
    (ψ + (t : ℂ) • x)
  rw [shift_mulVec, dotProduct_sub, dotProduct_smul, dot_self, (trial_state h t).1,
    (trial_state h t).2, smul_eq_mul, ← Complex.ofReal_mul, ← Complex.ofReal_sub] at hP
  have hR := Complex.zero_le_real.mp hP
  have hN : 0 ≤ normSq x := Finset.sum_nonneg fun i _ => by positivity
  have hp : 0 < 1 + t ^ 2 * normSq x := by positivity
  have hd : Λ - (E0 + firstOrder V ψ) ≤ ((2 * t - t ^ 2) * secondOrder V ψ x
      + t ^ 2 * thirdOrder V ψ x) / (1 + t ^ 2 * normSq x) := by
    rw [le_div_iff₀ hp]
    linarith
  linarith
```

Setting $t=1$ gives the bound claimed at the start.

```lean
/-- If `x` is the first-order correction to `ψ`, the lowest eigenvalue of `H0 + V` is at most
`E0 + E1 + (E2 + E3) / (1 + ‖x‖²)`. -/
theorem ground_energy_le {H0 V : Matrix n n ℂ} {E0 Λ : ℝ} {ψ x : n → ℂ}
    (h : IsFirstOrderState H0 V E0 ψ x) (hΛ : IsGroundEnergy (H0 + V) Λ) :
    Λ ≤ E0 + firstOrder V ψ
      + (secondOrder V ψ x + thirdOrder V ψ x) / (1 + normSq x) := by
  have h1 := ground_energy_le_scaled h hΛ 1
  norm_num at h1
  exact h1
```

For equality, `dotProduct_mulVec_zero_iff` says that a positive semidefinite form vanishes on a vector only if the matrix annihilates it. This takes the place of the term-by-term argument in the eigenbasis. The rest rearranges the equation for the energy.

```lean
/-- For `x` the first-order correction to `ψ`, the bound `E0 + E1 + (E2 + E3) / (1 + ‖x‖²)` equals
the lowest eigenvalue of `H0 + V` exactly when `ψ + x` is an eigenvector of `H0 + V` for that
eigenvalue. -/
theorem ground_energy_eq_iff {H0 V : Matrix n n ℂ} {E0 Λ : ℝ} {ψ x : n → ℂ}
    (h : IsFirstOrderState H0 V E0 ψ x) (hΛ : IsGroundEnergy (H0 + V) Λ) :
    Λ = E0 + firstOrder V ψ + (secondOrder V ψ x + thirdOrder V ψ x) / (1 + normSq x) ↔
      (H0 + V) *ᵥ (ψ + x) = (Λ : ℂ) • (ψ + x) := by
  have hP := shifted_posSemidef (h.hermH0.add h.hermV) hΛ
  have hT := trial_state h 1
  rw [Complex.ofReal_one, one_smul] at hT
  have hN : 0 ≤ normSq x := Finset.sum_nonneg fun i _ => by positivity
  have hp : 1 + normSq x ≠ 0 := by positivity
  -- a positive semidefinite form vanishes only on the kernel
  rw [← sub_eq_zero (a := (H0 + V) *ᵥ (ψ + x)), ← shift_mulVec,
    ← hP.dotProduct_mulVec_zero_iff, shift_mulVec, dotProduct_sub, dotProduct_smul, dot_self,
    hT.1, hT.2, smul_eq_mul, ← Complex.ofReal_mul, ← Complex.ofReal_sub, Complex.ofReal_eq_zero]
  rw [← sub_eq_iff_eq_add', eq_div_iff hp]
  constructor <;> intro h' <;> linarith
```

## Two levels with the sum through third order too low

The opening example satisfies all the assumptions, with $\psi=(1,0)$ and $x=(0,-2/3)$.

```lean
/-- A two-level model with level spacing 3 and coupling 2 meets the hypotheses, with
`ψ = (1, 0)` and `x = (0, -2/3)`. -/
theorem isFirstOrderState_witness :
    IsFirstOrderState !![0, 0; 0, 3] !![0, 2; 2, 0] 0 ![1, 0] ![0, -2 / 3] where
  hermH0 := by ext i j; fin_cases i <;> fin_cases j <;> simp
  hermV := by ext i j; fin_cases i <;> fin_cases j <;> simp
  unit := by simp [dotProduct, Fin.sum_univ_two]
  eigen := by ext i; fin_cases i <;> simp [Matrix.mulVec, dotProduct, Fin.sum_univ_two]
  orth := by simp [dotProduct, Fin.sum_univ_two]
  response := by
    ext i
    fin_cases i <;> simp [firstOrder, Matrix.mulVec, dotProduct, Fin.sum_univ_two]
```

The last theorem gives both numbers to be compared. The vector $(2,-1)$, of norm $\sqrt5$, is an eigenvector for $-1$. Any eigenvalue $\mu$ satisfies $(\mu+1)(\mu-4)=0$, the equation `hc`, so none is lower. The sum through third order is evaluated directly as $-4/3$.

```lean
/-- In the same two-level model the lowest eigenvalue is `-1`, while `E0 + E1 + E2 + E3`, with
`E0 = 0`, is `-4/3`: the sum through third order is not an upper bound. -/
theorem third_order_energy_below_ground :
    IsGroundEnergy (!![0, 0; 0, 3] + !![0, 2; 2, 0] : Matrix (Fin 2) (Fin 2) ℂ) (-1) ∧
    0 + firstOrder !![0, 2; 2, 0] ![1, 0] + secondOrder !![0, 2; 2, 0] ![1, 0] ![0, -2 / 3]
      + thirdOrder !![0, 2; 2, 0] ![1, 0] ![0, -2 / 3] = -4 / 3 := by
  have hs : (!![0, 0; 0, 3] + !![0, 2; 2, 0] : Matrix (Fin 2) (Fin 2) ℂ) = !![0, 2; 2, 3] := by
    ext i j
    fin_cases i <;> fin_cases j <;> simp
  refine ⟨?_, ?_⟩
  · rw [hs]
    constructor
    · refine ⟨![2, -1], fun h => by simpa using congrFun h 0, ?_⟩
      ext i
      fin_cases i <;> simp [Matrix.mulVec, dotProduct, Fin.sum_univ_two]
      norm_num
    · rintro μ ⟨v, hv, h⟩
      have h0 := congrFun h 0
      have h1 := congrFun h 1
      simp [Matrix.mulVec, dotProduct, Fin.sum_univ_two] at h0 h1
      have hv1 : v 1 ≠ 0 := by
        intro hz
        have hv0 : v 0 = 0 := by linear_combination (1 / 2) * h1 + ((μ : ℂ) / 2 - 3 / 2) * hz
        apply hv
        ext i
        fin_cases i
        · exact hv0
        · exact hz
      -- the characteristic equation
      have key : (((μ : ℂ) + 1) * ((μ : ℂ) - 4)) * v 1 = 0 := by
        linear_combination (-(μ : ℂ)) * h1 - 2 * h0
      have hc : (μ + 1) * (μ - 4) = 0 := by
        exact_mod_cast (mul_eq_zero.mp key).resolve_right hv1
      rcases mul_eq_zero.mp hc with h2 | h2 <;> linarith
  · simp [firstOrder, secondOrder, thirdOrder, Matrix.mulVec, dotProduct, Fin.sum_univ_two]
    norm_num

end

end ThirdOrderVariationalBound
```

```lean
#print axioms ThirdOrderVariationalBound.ground_energy_le
-- 'ThirdOrderVariationalBound.ground_energy_le' depends on axioms: [propext, Classical.choice, Quot.sound]
#print axioms ThirdOrderVariationalBound.ground_energy_eq_iff
-- 'ThirdOrderVariationalBound.ground_energy_eq_iff' depends on axioms: [propext, Classical.choice, Quot.sound]
#print axioms ThirdOrderVariationalBound.third_order_energy_below_ground
-- 'ThirdOrderVariationalBound.third_order_energy_below_ground' depends on axioms: [propext, Classical.choice, Quot.sound]
```
